# Among C² functions with given end values and slopes, the cubic minimises ∫f''²

For a function f on ℝ, the bending energy over [a,b] is E(f) = ∫ₐᵇ f''² dx, and the misfit between f and s is M(f,s) = ∫ₐᵇ (f'' − s'')² dx. A cubic is a polynomial of degree at most three, and C² means twice continuously differentiable.

In Lean 4 with Mathlib:

```lean
import Mathlib

open MeasureTheory

namespace MinimalCurvature

noncomputable section

/-- The polynomial `c₀ + c₁ x + c₂ x² + c₃ x³`. -/
def cubic (c₀ c₁ c₂ c₃ : ℝ) (x : ℝ) : ℝ := c₀ + c₁ * x + c₂ * x ^ 2 + c₃ * x ^ 3

/-- `s` is a polynomial function of degree at most three. -/
def IsCubic (s : ℝ → ℝ) : Prop := ∃ c₀ c₁ c₂ c₃ : ℝ, s = cubic c₀ c₁ c₂ c₃

/-- The second derivative `f''`. -/
def secondDeriv (f : ℝ → ℝ) : ℝ → ℝ := deriv (deriv f)

/-- The bending energy `∫ₐᵇ f''²`. -/
def bendingEnergy (f : ℝ → ℝ) (a b : ℝ) : ℝ := ∫ x in a..b, secondDeriv f x ^ 2

/-- The curvature misfit `∫ₐᵇ (f'' - s'')²`. -/
def misfit (f s : ℝ → ℝ) (a b : ℝ) : ℝ := ∫ x in a..b, (secondDeriv f x - secondDeriv s x) ^ 2

/-- The boundary expression `(f' - s') s'' - (f - s) s'''`. -/
def boundaryTerm (f s : ℝ → ℝ) (x : ℝ) : ℝ :=
  (deriv f x - deriv s x) * secondDeriv s x - (f x - s x) * deriv (secondDeriv s) x

/-- Cubic pieces `s 0, …, s n` on knots `t 0, …, t (n+1)` that interpolate `f` at the knots,
join with equal first and second derivatives, and have the slopes of `f` at the two ends. -/
structure IsClampedSpline (f : ℝ → ℝ) (t : ℕ → ℝ) (s : ℕ → ℝ → ℝ) (n : ℕ) : Prop where
  piece_cubic : ∀ i ≤ n, IsCubic (s i)
  value_left : ∀ i ≤ n, s i (t i) = f (t i)
  value_right : ∀ i ≤ n, s i (t (i + 1)) = f (t (i + 1))
  slope_join : ∀ i < n, deriv (s i) (t (i + 1)) = deriv (s (i + 1)) (t (i + 1))
  curv_join : ∀ i < n, secondDeriv (s i) (t (i + 1)) = secondDeriv (s (i + 1)) (t (i + 1))
  slope_start : deriv (s 0) (t 0) = deriv f (t 0)
  slope_end : deriv (s n) (t (n + 1)) = deriv f (t (n + 1))

/-- The switching function `3 τ² - 2 τ³` with `τ = (x - a) / (b - a)`. -/
def smoothstep (a b x : ℝ) : ℝ := 3 * ((x - a) / (b - a)) ^ 2 - 2 * ((x - a) / (b - a)) ^ 3

/-- A cubic has derivative `c₁ + 2 c₂ x + 3 c₃ x²` at every point. -/
theorem hasDerivAt_cubic (c₀ c₁ c₂ c₃ x : ℝ) :
    HasDerivAt (cubic c₀ c₁ c₂ c₃) (cubic c₁ (2 * c₂) (3 * c₃) 0 x) x := by
  have h := (((hasDerivAt_const x c₀).fun_add ((hasDerivAt_id' x).const_mul c₁)).fun_add
    ((hasDerivAt_pow 2 x).const_mul c₂)).fun_add ((hasDerivAt_pow 3 x).const_mul c₃)
  exact HasDerivAt.congr_deriv h (by
    unfold cubic
    ring1)

/-- The derivative function of a cubic is the polynomial `c₁ + 2 c₂ x + 3 c₃ x²`. -/
theorem deriv_cubic (c₀ c₁ c₂ c₃ : ℝ) :
    deriv (cubic c₀ c₁ c₂ c₃) = cubic c₁ (2 * c₂) (3 * c₃) 0 :=
  funext fun x => (hasDerivAt_cubic c₀ c₁ c₂ c₃ x).deriv

/-- A cubic is twice continuously differentiable, its second derivative is differentiable,
and its third derivative has derivative zero. -/
theorem IsCubic.regular {s : ℝ → ℝ} (hs : IsCubic s) :
    ContDiff ℝ 2 s ∧ (∀ x, HasDerivAt (secondDeriv s) (deriv (secondDeriv s) x) x) ∧
      ∀ x, HasDerivAt (deriv (secondDeriv s)) 0 x := by
  obtain ⟨c₀, c₁, c₂, c₃, rfl⟩ := hs
  refine ⟨?_, fun x => ?_, fun x => ?_⟩
  · show ContDiff ℝ 2 (fun x : ℝ => c₀ + c₁ * x + c₂ * x ^ 2 + c₃ * x ^ 3)
    fun_prop
  · unfold secondDeriv
    rw [deriv_cubic, deriv_cubic]
    exact (hasDerivAt_cubic _ _ _ _ x).differentiableAt.hasDerivAt
  · unfold secondDeriv
    rw [deriv_cubic, deriv_cubic, deriv_cubic]
    exact (hasDerivAt_cubic _ _ _ _ x).congr_deriv (by simp [cubic])

/-- For a twice continuously differentiable `f`, both `f` and `f'` are differentiable
everywhere and `f''` is continuous. -/
theorem c2_facts {f : ℝ → ℝ} (hf : ContDiff ℝ 2 f) :
    (∀ x, HasDerivAt f (deriv f x) x) ∧ (∀ x, HasDerivAt (deriv f) (secondDeriv f x) x) ∧
      Continuous (secondDeriv f) := by
  have h2 : ContDiff ℝ (1 + 1) f := by
    rw [one_add_one_eq_two]
    exact hf
  have h := contDiff_succ_iff_deriv.mp h2
  have h' := contDiff_one_iff_deriv.mp h.2.2
  exact ⟨fun x => (h.1 x).hasDerivAt, fun x => (h'.1 x).hasDerivAt, h'.2⟩

/-- For a `C²` function `f` and a cubic `s`, the cross term `∫ₐᵇ (f'' - s'') s''` equals the
difference of the boundary expression between `b` and `a`. -/
theorem cross_term {f s : ℝ → ℝ} (hf : ContDiff ℝ 2 f) (hs : IsCubic s) (a b : ℝ) :
    ∫ x in a..b, (secondDeriv f x - secondDeriv s x) * secondDeriv s x
      = boundaryTerm f s b - boundaryTerm f s a := by
  obtain ⟨f1, f2, fc⟩ := c2_facts hf
  obtain ⟨hs2, s3, s4⟩ := hs.regular
  obtain ⟨s1, s2, sc⟩ := c2_facts hs2
  refine intervalIntegral.integral_eq_sub_of_hasDerivAt (f := boundaryTerm f s)
    (fun x _ => ?_) ?_
  · -- the terms with s''' cancel and the fourth derivative vanishes
    have h := (((f2 x).fun_sub (s2 x)).fun_mul (s3 x)).fun_sub
      (((f1 x).fun_sub (s1 x)).fun_mul (s4 x))
    exact HasDerivAt.congr_deriv h (by ring1)
  · exact ((fc.sub sc).mul sc).intervalIntegrable a b

/-- For a `C²` function `f` and any cubic `s`, the bending energy of `f` is that of `s` plus the
misfit plus twice the difference of the boundary expression. -/
theorem energy_expand {f s : ℝ → ℝ} (hf : ContDiff ℝ 2 f) (hs : IsCubic s) (a b : ℝ) :
    bendingEnergy f a b = bendingEnergy s a b + misfit f s a b
      + 2 * (boundaryTerm f s b - boundaryTerm f s a) := by
  have fc := (c2_facts hf).2.2
  have sc := (c2_facts hs.regular.1).2.2
  have i1 : IntervalIntegrable (fun x => secondDeriv s x ^ 2) volume a b :=
    (sc.pow 2).intervalIntegrable a b
  have i2 : IntervalIntegrable (fun x => (secondDeriv f x - secondDeriv s x) ^ 2) volume a b :=
    ((fc.sub sc).pow 2).intervalIntegrable a b
  have i3 : IntervalIntegrable
      (fun x => 2 * ((secondDeriv f x - secondDeriv s x) * secondDeriv s x)) volume a b :=
    (continuous_const.mul ((fc.sub sc).mul sc)).intervalIntegrable a b
  have i12 : IntervalIntegrable
      (fun x => secondDeriv s x ^ 2 + (secondDeriv f x - secondDeriv s x) ^ 2) volume a b :=
    i1.add i2
  -- expand the square of f'' = s'' + (f'' - s'')
  have e : (fun x => secondDeriv f x ^ 2) = fun x =>
      secondDeriv s x ^ 2 + (secondDeriv f x - secondDeriv s x) ^ 2
        + 2 * ((secondDeriv f x - secondDeriv s x) * secondDeriv s x) := by
    funext x
    ring
  unfold bendingEnergy misfit
  rw [e, intervalIntegral.integral_add i12 i3, intervalIntegral.integral_add i1 i2,
    intervalIntegral.integral_const_mul, cross_term hf hs]

/-- If `f` is `C²` and the cubic `s` has the same values and slopes at `a` and `b`, then
`∫ₐᵇ f''² = ∫ₐᵇ s''² + ∫ₐᵇ (f'' - s'')²`. -/
theorem energy_decomposition {f s : ℝ → ℝ} {a b : ℝ} (hf : ContDiff ℝ 2 f) (hs : IsCubic s)
    (ha : s a = f a) (hb : s b = f b) (ha' : deriv s a = deriv f a)
    (hb' : deriv s b = deriv f b) :
    bendingEnergy f a b = bendingEnergy s a b + misfit f s a b := by
  have hBa : boundaryTerm f s a = 0 := by simp [boundaryTerm, ha, ha']
  have hBb : boundaryTerm f s b = 0 := by simp [boundaryTerm, hb, hb']
  rw [energy_expand hf hs a b, hBa, hBb]
  ring

/-- For `a < b`, the cubic with the end values and slopes of the `C²` function `f` has bending
energy at most that of `f`, with equality exactly when `f` and `s` agree on `[a, b]`. -/
theorem minimal_curvature {f s : ℝ → ℝ} {a b : ℝ} (hab : a < b) (hf : ContDiff ℝ 2 f)
    (hs : IsCubic s) (ha : s a = f a) (hb : s b = f b) (ha' : deriv s a = deriv f a)
    (hb' : deriv s b = deriv f b) :
    bendingEnergy s a b ≤ bendingEnergy f a b ∧
      (bendingEnergy s a b = bendingEnergy f a b ↔ ∀ x ∈ Set.Icc a b, f x = s x) := by
  have hpy := energy_decomposition hf hs ha hb ha' hb'
  have hnn : 0 ≤ misfit f s a b :=
    intervalIntegral.integral_nonneg hab.le (fun x _ => sq_nonneg _)
  obtain ⟨f1, f2, fc⟩ := c2_facts hf
  obtain ⟨s1, s2, sc⟩ := c2_facts hs.regular.1
  refine ⟨by linarith, fun h => ?_, fun h => ?_⟩
  · have hm : misfit f s a b = 0 := by linarith
    -- a continuous nonnegative integrand with zero integral vanishes
    have h2 : ∀ x ∈ Set.Icc a b, secondDeriv f x - secondDeriv s x = 0 := by
      intro x hx
      by_contra hne
      have hpos : (0 : ℝ) < (secondDeriv f x - secondDeriv s x) ^ 2 :=
        lt_of_le_of_ne (sq_nonneg _) (Ne.symm (pow_ne_zero 2 hne))
      have hlt := intervalIntegral.integral_lt_integral_of_continuousOn_of_le_of_exists_lt
        (f := fun _ => (0 : ℝ)) (g := fun x => (secondDeriv f x - secondDeriv s x) ^ 2) hab
        continuousOn_const ((fc.sub sc).pow 2).continuousOn (fun x _ => sq_nonneg _)
        ⟨x, hx, hpos⟩
      rw [intervalIntegral.integral_zero] at hlt
      exact hlt.ne' hm
    -- a function with zero derivative on [a, b] is constant there
    have const : ∀ g g' : ℝ → ℝ, (∀ x, HasDerivAt g (g' x) x) →
        (∀ x ∈ Set.Icc a b, g' x = 0) → ∀ x ∈ Set.Icc a b, g x = g a := by
      intro g g' hg h0 x hx
      have hd : ∀ y ∈ Set.uIcc a x, HasDerivAt g (0 : ℝ) y := by
        intro y hy
        rw [Set.uIcc_of_le hx.1] at hy
        exact (hg y).congr_deriv (h0 y ⟨hy.1, hy.2.trans hx.2⟩)
      have hI := intervalIntegral.integral_eq_sub_of_hasDerivAt (f := g)
        (f' := fun _ => (0 : ℝ)) hd (continuous_const.intervalIntegrable a x)
      rw [intervalIntegral.integral_zero] at hI
      linarith
    -- integrate twice from a
    have h1 : ∀ x ∈ Set.Icc a b, deriv f x - deriv s x = 0 := by
      intro x hx
      have hc : deriv f x - deriv s x = deriv f a - deriv s a :=
        const (fun y => deriv f y - deriv s y) (fun y => secondDeriv f y - secondDeriv s y)
          (fun y => (f2 y).fun_sub (s2 y)) h2 x hx
      linarith
    intro x hx
    have hc : f x - s x = f a - s a :=
      const (fun y => f y - s y) (fun y => deriv f y - deriv s y)
        (fun y => (f1 y).fun_sub (s1 y)) h1 x hx
    linarith
  · unfold bendingEnergy
    rw [intervalIntegral.integral_of_le hab.le, intervalIntegral.integral_of_le hab.le,
      MeasureTheory.integral_Ioc_eq_integral_Ioo, MeasureTheory.integral_Ioc_eq_integral_Ioo]
    refine MeasureTheory.setIntegral_congr_fun measurableSet_Ioo (fun x hx => ?_)
    have hev : Filter.EventuallyEq (nhds x) s f := by
      filter_upwards [Ioo_mem_nhds hx.1 hx.2] with y hy
      exact (h y (Set.Ioo_subset_Icc_self hy)).symm
    have h2 : secondDeriv s x = secondDeriv f x := hev.deriv.deriv_eq
    show secondDeriv s x ^ 2 = secondDeriv f x ^ 2
    rw [h2]

/-- For a clamped cubic spline of a `C²` function `f`, the bending energy of `f` from the first
to the last knot is the sum of the energies of the pieces plus the sum of the misfits. -/
theorem spline_energy_decomposition {f : ℝ → ℝ} {t : ℕ → ℝ} {s : ℕ → ℝ → ℝ} {n : ℕ}
    (hf : ContDiff ℝ 2 f) (h : IsClampedSpline f t s n) :
    bendingEnergy f (t 0) (t (n + 1))
      = ∑ i ∈ Finset.range (n + 1), bendingEnergy (s i) (t i) (t (i + 1))
        + ∑ i ∈ Finset.range (n + 1), misfit f (s i) (t i) (t (i + 1)) := by
  have fc := (c2_facts hf).2.2
  have hint : ∀ u v : ℝ, IntervalIntegrable (fun x => secondDeriv f x ^ 2) volume u v :=
    fun u v => (fc.pow 2).intervalIntegrable u v
  -- on each piece only the slope part of the boundary expression survives
  have piece : ∀ i ≤ n, bendingEnergy f (t i) (t (i + 1))
      = bendingEnergy (s i) (t i) (t (i + 1)) + misfit f (s i) (t i) (t (i + 1))
        + 2 * ((deriv f (t (i + 1)) - deriv (s i) (t (i + 1))) * secondDeriv (s i) (t (i + 1))
          - (deriv f (t i) - deriv (s i) (t i)) * secondDeriv (s i) (t i)) := by
    intro i hi
    rw [energy_expand hf (h.piece_cubic i hi) (t i) (t (i + 1))]
    unfold boundaryTerm
    rw [h.value_left i hi, h.value_right i hi]
    ring
  -- these terms telescope across the interior knots
  have tele : ∀ k ≤ n, bendingEnergy f (t 0) (t (k + 1))
      = ∑ i ∈ Finset.range (k + 1), bendingEnergy (s i) (t i) (t (i + 1))
        + ∑ i ∈ Finset.range (k + 1), misfit f (s i) (t i) (t (i + 1))
        + 2 * ((deriv f (t (k + 1)) - deriv (s k) (t (k + 1)))
          * secondDeriv (s k) (t (k + 1))) := by
    intro k
    induction k with
    | zero =>
      intro hk
      have p := piece 0 hk
      rw [h.slope_start] at p
      rw [Finset.sum_range_succ _ 0, Finset.sum_range_succ _ 0, Finset.sum_range_zero,
        Finset.sum_range_zero]
      linear_combination p
    | succ k ih =>
      intro hk
      have hkn : k < n := by omega
      have ih' := ih hkn.le
      have p := piece (k + 1) hk
      have hadd : bendingEnergy f (t 0) (t (k + 1)) + bendingEnergy f (t (k + 1)) (t (k + 1 + 1))
          = bendingEnergy f (t 0) (t (k + 1 + 1)) :=
        intervalIntegral.integral_add_adjacent_intervals (hint _ _) (hint _ _)
      rw [h.slope_join k hkn, h.curv_join k hkn] at ih'
      rw [Finset.sum_range_succ _ (k + 1), Finset.sum_range_succ _ (k + 1)]
      linear_combination ih' + p - hadd
  have hn := tele n le_rfl
  rw [h.slope_end] at hn
  linear_combination hn

/-- The function `x⁴` is `C²`, and the pieces `-x² - 2x³` and `-x² + 2x³` form a clamped cubic
spline of it on the knots `-1, 0, 1`. -/
theorem clampedSpline_witness :
    ContDiff ℝ 2 (fun x : ℝ => x ^ 4) ∧
      IsClampedSpline (fun x : ℝ => x ^ 4) (fun i : ℕ => (i : ℝ) - 1)
        (fun i : ℕ => if i = 0 then cubic 0 0 (-1) (-2) else cubic 0 0 (-1) 2) 1 := by
  have hd : ∀ x : ℝ, deriv (fun x : ℝ => x ^ 4) x = 4 * x ^ 3 :=
    fun x => (hasDerivAt_pow 4 x).deriv.trans (by ring1)
  refine ⟨by fun_prop, ?_⟩
  constructor
  · intro i hi
    interval_cases i
    · exact ⟨0, 0, -1, -2, by simp⟩
    · exact ⟨0, 0, -1, 2, by simp⟩
  · intro i hi
    interval_cases i <;> norm_num [cubic]
  · intro i hi
    interval_cases i <;> norm_num [cubic]
  · intro i hi
    interval_cases i
    norm_num [deriv_cubic, cubic]
  · intro i hi
    interval_cases i
    norm_num [secondDeriv, deriv_cubic, cubic]
  · norm_num [hd, deriv_cubic, cubic]
  · norm_num [hd, deriv_cubic, cubic]

/-- For `a < b` the smoothstep function is a cubic with values `0` at `a` and `1` at `b`, zero
slope at both ends, and bending energy `12 / (b - a)³`. -/
theorem smoothstep_spec {a b : ℝ} (hab : a < b) :
    IsCubic (smoothstep a b) ∧ smoothstep a b a = 0 ∧ smoothstep a b b = 1 ∧
      deriv (smoothstep a b) a = 0 ∧ deriv (smoothstep a b) b = 0 ∧
      bendingEnergy (smoothstep a b) a b = 12 / (b - a) ^ 3 := by
  have hne : b - a ≠ 0 := (sub_pos.mpr hab).ne'
  obtain ⟨k, hk⟩ : ∃ k : ℝ, k = (b - a)⁻¹ := ⟨_, rfl⟩
  have hkb : k * (b - a) = 1 := by
    rw [hk]
    exact inv_mul_cancel₀ hne
  have e : smoothstep a b = cubic (3 * k ^ 2 * a ^ 2 + 2 * k ^ 3 * a ^ 3)
      (-6 * k ^ 2 * a - 6 * k ^ 3 * a ^ 2) (3 * k ^ 2 + 6 * k ^ 3 * a) (-2 * k ^ 3) := by
    funext x
    unfold smoothstep cubic
    rw [div_eq_mul_inv, ← hk]
    ring
  have hcub : IsCubic (smoothstep a b) := ⟨_, _, _, _, e⟩
  have hc := (c2_facts hcub.regular.1).2.2
  have h2 : ∀ x, secondDeriv (smoothstep a b) x
      = 6 * k ^ 2 + 12 * k ^ 3 * a - 12 * k ^ 3 * x := by
    intro x
    unfold secondDeriv
    rw [e, deriv_cubic, deriv_cubic]
    unfold cubic
    ring
  -- the square of the linear second derivative has a cubic antiderivative
  have hI : bendingEnergy (smoothstep a b) a b
      = cubic 0 ((6 * k ^ 2 + 12 * k ^ 3 * a) ^ 2)
          (-12 * k ^ 3 * (6 * k ^ 2 + 12 * k ^ 3 * a)) (48 * k ^ 6) b
        - cubic 0 ((6 * k ^ 2 + 12 * k ^ 3 * a) ^ 2)
          (-12 * k ^ 3 * (6 * k ^ 2 + 12 * k ^ 3 * a)) (48 * k ^ 6) a := by
    unfold bendingEnergy
    refine intervalIntegral.integral_eq_sub_of_hasDerivAt (f := cubic _ _ _ _)
      (fun x _ => (hasDerivAt_cubic _ _ _ _ x).congr_deriv ?_) ?_
    · show cubic _ _ _ _ x = secondDeriv (smoothstep a b) x ^ 2
      rw [h2]
      unfold cubic
      ring
    · exact (hc.pow 2).intervalIntegrable a b
  have h12 : 12 / (b - a) ^ 3 = 12 * k ^ 3 := by
    rw [hk, div_eq_mul_inv, inv_pow]
  refine ⟨hcub, ?_, ?_, ?_, ?_, ?_⟩
  · simp [smoothstep]
  · unfold smoothstep
    rw [div_self hne]
    norm_num
  · rw [e, deriv_cubic]
    unfold cubic
    ring
  · rw [e, deriv_cubic]
    unfold cubic
    linear_combination (-6 * k ^ 2 * (b - a)) * hkb
  · rw [hI, h12]
    unfold cubic
    linear_combination (k ^ 3 * (48 * (k * (b - a)) ^ 2 - 24 * (k * (b - a)) + 12)) * hkb

/-- For `a < b`, a `C²` function going from `0` at `a` to `1` at `b` with zero end slopes has bending energy
at least `12 / (b - a)³`, with equality exactly when it is the smoothstep function on `[a, b]`. -/
theorem switching_energy_bound {f : ℝ → ℝ} {a b : ℝ} (hab : a < b) (hf : ContDiff ℝ 2 f)
    (fa : f a = 0) (fb : f b = 1) (fa' : deriv f a = 0) (fb' : deriv f b = 0) :
    12 / (b - a) ^ 3 ≤ bendingEnergy f a b ∧
      (12 / (b - a) ^ 3 = bendingEnergy f a b ↔
        ∀ x ∈ Set.Icc a b, f x = smoothstep a b x) := by
  obtain ⟨hc, v0, v1, d0, d1, hE⟩ := smoothstep_spec hab
  rw [← hE]
  exact minimal_curvature hab hf hc (v0.trans fa.symm) (v1.trans fb.symm)
    (d0.trans fa'.symm) (d1.trans fb'.symm)

end

end MinimalCurvature
```

```lean
#print axioms MinimalCurvature.minimal_curvature
#print axioms MinimalCurvature.spline_energy_decomposition
#print axioms MinimalCurvature.switching_energy_bound
```

```
'MinimalCurvature.minimal_curvature' depends on axioms: [propext, Classical.choice, Quot.sound]
'MinimalCurvature.spline_energy_decomposition' depends on axioms: [propext, Classical.choice, Quot.sound]
'MinimalCurvature.switching_energy_bound' depends on axioms: [propext, Classical.choice, Quot.sound]
```

## What the definitions encode

`bendingEnergy` is E, `misfit` is M, and `secondDeriv` is the derivative taken twice. Up to a stiffness factor, E is the elastic energy of a uniform thin beam with small slopes. Matching values and slopes at a and b corresponds to clamping both ends.

`energy_decomposition` says that if f is C² and the cubic s has its values and slopes at a and b, then

E(f) = E(s) + M(f,s).

The integrals are oriented, so no order of a and b is needed. `minimal_curvature` assumes a < b and concludes E(s) ≤ E(f), with equality exactly when f = s on [a,b]. The cubic is given as a hypothesis; its existence for arbitrary end data is not part of the statement.

## Why the cross term vanishes

Writing f'' = s'' + (f'' − s'') and squaring gives

E(f) = E(s) + M(f,s) + 2 ∫ₐᵇ (f'' − s'')s'' dx.

Let B = (f' − s')s'' − (f − s)s''', which is `boundaryTerm`. Differentiating,

B' = (f'' − s'')s'' + (f' − s')s''' − (f' − s')s''' − (f − s)s''''
= (f'' − s'')s'',

because s'''' = 0. The cross integral is therefore B(b) − B(a), and the matching end data make both terms zero.

`IsCubic.regular` supplies the vanishing fourth derivative and `c2_facts` supplies the derivatives of f and f' and the continuity of f''. `cross_term` applies the fundamental theorem of calculus to B, and `energy_expand` expands the square.

## When the energies are equal

For a < b, M ≥ 0 gives the inequality. If the energies agree, M = 0. Its integrand is continuous and nonnegative, so f'' = s'' on [a,b]. Then f' − s' is constant there and zero at a, hence zero; the same argument gives f − s = 0. The auxiliary statement `const` performs both integrations.

Conversely, if f = s on [a,b], their second derivatives agree in the open interval, and the endpoints do not affect the integral.

## Several pieces

`IsClampedSpline` describes cubics s₀, …, sₙ, with sᵢ running from knot tᵢ to tᵢ₊₁. They interpolate f at the knots, join with equal first and second derivatives, and have the slopes of f at the two outer ends. Interior slopes need not match those of f.

Since values match at the knots, the boundary term of piece i reduces to (f' − sᵢ')sᵢ''. At an interior knot, the contributions of neighbouring pieces cancel; at the outer ends, the slope difference is zero. Summing gives

E(f) = Σᵢ E(sᵢ) + Σᵢ M(f,sᵢ),

where E(f) runs from t₀ to tₙ₊₁ and each summand over its own piece. `spline_energy_decomposition` proves this by induction on the number of pieces. `clampedSpline_witness` gives a two-piece example for x⁴; existence for general data is not proved.

## The energy of a switching function

Set h = b − a > 0 and τ = (x − a)/h. Smoothstep, s = 3τ² − 2τ³, rises from 0 to 1 and has slope 6τ(1 − τ)/h, which vanishes at both ends. Its second derivative is (6 − 12τ)/h², so

E(s) = h⁻³ ∫₀¹ (6 − 12τ)² dτ = (36 − 72 + 48)/h³ = 12/h³.

`smoothstep_spec` obtains this value from an explicit antiderivative in x. `switching_energy_bound` then applies `minimal_curvature`: every C² function with the same end values and zero end slopes has energy at least 12/h³, attained only by smoothstep on [a,b].

In molecular simulation, an interaction can be truncated by multiplying it by a switch S that falls from 1 at a to 0 at b. If S is C² with zero slope at both ends, the theorem applied to 1 − S gives ∫ₐᵇ S''² dx ≥ 12/h³. The bound still holds if the second derivatives must also vanish at the ends, but it is then not attained, because smoothstep has second derivative 6/h² at a and −6/h² at b. For the same reason, continuing smoothstep by constants makes the second derivative jump.
